# Particle-number fluctuations in a finite set of fermionic orbitals, from the one-particle density matrix and the two-particle cumulant

Q: Suppose I know only the one-particle density matrix, g(i,j) = ⟨a_i† a_j⟩, where a_i annihilates a fermion in orbital i. I estimate the variance of the particle number as tr g − tr g², which is right for a Slater determinant. For the two-mode state (|00⟩ + |11⟩)/√2, g is half the unit matrix, so the estimate is 1 − 1/2 = 1/2. But the number is 0 or 2 with equal probability, and its variance is 1. Half of the fluctuation has gone missing. Where is it?

A: In the two-particle cumulant. Write w(X) for the expectation value of X, take a finite set A of orbitals, and let g_A be the block of g on A. Define

N_A = Σ_{i∈A} a_i† a_i

D(ij,kl) = w(a_i† a_j† a_l a_k)

L(ij,kl) = D(ij,kl) − [g(i,k) g(j,l) − g(i,l) g(j,k)]

Then

w(N_A²) − w(N_A)² = tr g_A − tr g_A² + Σ_{i,j∈A} L(ij,ij).

For a fragment described by finitely many orthonormal spin orbitals, the last sum is the part of the charge fluctuation that correlation adds to the one-particle estimate, or takes away from it.

Q: Derive it before you show me any code.

A: Start with a product of two one-body operators. The relation a_j a_k† = δ_jk − a_k† a_j gives

a_i† a_j a_k† a_l = δ_jk a_i† a_l − a_i† a_k† a_j a_l.

Since a_j a_l = −a_l a_j, this is

a_i† a_j a_k† a_l = δ_jk a_i† a_l + a_i† a_k† a_l a_j.

For two number operators it reads

a_i† a_i a_j† a_j = δ_ij a_i† a_j + a_i† a_j† a_j a_i.

Sum over i and j in A and take expectation values:

w(N_A²) = Σ_{i∈A} g(i,i) + Σ_{i,j∈A} D(ij,ij).

The first sum is tr g_A, which is also w(N_A). From the definition of the cumulant,

D(ij,ij) = L(ij,ij) + g(i,i) g(j,j) − g(i,j) g(j,i).

Summed over A, the direct products give (tr g_A)² = w(N_A)², and the exchange products give tr g_A². Subtracting w(N_A)² leaves the formula.

Q: Now the formal version. What are the operators, and what makes them fermionic?

A: They are elements of a ring `R` with a star operation, which is also a complex algebra. The labels form an arbitrary type `ι`, so there may be infinitely many orbitals.

In Lean 4 with Mathlib:

```lean
import Mathlib

open scoped ComplexOrder

noncomputable section

namespace NumberFluctuationCumulant

variable {ι R : Type*} [DecidableEq ι] [Ring R] [StarRing R] [Algebra ℂ R]
```

The fermionic character is a hypothesis on the family `a`. The creator is `star (a i)`, which I write as a_i†.

```lean
/-- The canonical anticommutation relations for annihilators `a i` with creators `star (a i)`. -/
structure IsCAR (a : ι → R) : Prop where
  anti : ∀ i j, a i * a j + a j * a i = 0
  mixed : ∀ i j, a i * star (a j) + star (a j) * a i = if i = j then 1 else 0
```

The field `anti` makes annihilators anticommute, and `mixed` is a_i a_j† + a_j† a_i = δ_ij. The Kronecker delta means orthonormal orbitals; a non-orthogonal basis would have an overlap matrix there. Spin has no separate label, so `i` stands for a spin orbital.

Q: And N_A? I may care about the electrons in a region of space.

A: It counts particles in chosen orbitals. A spatial region fits only if its number operator is such a finite sum.

```lean
/-- The number operator `N_A` of a finite set `A` of orbitals. -/
def numberOp (a : ι → R) (A : Finset ι) : R := ∑ i ∈ A, star (a i) * a i
```

Q: Which density-matrix conventions are fixed?

A: The functional `w` is complex-linear on `R`; the physical case is w(X) = tr(ρX) for a density operator ρ. The one-particle matrix has the creator's index first.

```lean
/-- The one-particle density matrix `g(i,j) = w(a_i* a_j)`. -/
def rdm1 (w : R →ₗ[ℂ] ℂ) (a : ι → R) : Matrix ι ι ℂ :=
  Matrix.of fun i j => w (star (a i) * a j)
```

The two-particle matrix has no factor 1/2, and its annihilators stand in reversed order, so that D(ij,ij) is the pair density w(a_i† a_j† a_j a_i).

```lean
/-- The two-particle density matrix `D(ij,kl) = w(a_i* a_j* a_l a_k)`. -/
def rdm2 (w : R →ₗ[ℂ] ℂ) (a : ι → R) (i j k l : ι) : ℂ :=
  w (star (a i) * star (a j) * a l * a k)
```

The cumulant subtracts the antisymmetrised product, also without a prefactor. With another normalisation of D, the coefficient of the cumulant sum would change.

```lean
/-- The two-particle cumulant `L(ij,kl)`: the two-particle density matrix minus the
antisymmetrised product of one-particle density matrices. -/
def cumulant (w : R →ₗ[ℂ] ℂ) (a : ι → R) (i j k l : ι) : ℂ :=
  rdm2 w a i j k l - (rdm1 w a i k * rdm1 w a j l - rdm1 w a i l * rdm1 w a j k)
```

Q: Is g_A really a block, or the full g with a projector hidden somewhere?

A: It is a genuine submatrix, with rows and columns indexed by the elements of `A`. In g_A² the intermediate index therefore stays inside A. That differs in general from restricting g² to A.

```lean
/-- The restriction `g_A` of the one-particle density matrix to the orbitals in `A`. -/
def block (w : R →ₗ[ℂ] ℂ) (a : ι → R) (A : Finset ι) : Matrix A A ℂ :=
  (rdm1 w a).submatrix Subtype.val Subtype.val
```

Q: Show me where the anticommutation relations enter the proof.

A: In the normal-ordering lemma. Its `h1` is the mixed relation solved for a_j a_k†, and `h2` is the sign from exchanging two annihilators. The `calc` block regroups the product, inserts `h1`, distributes, and uses `h2` to reach the order written above.

```lean
omit [Algebra ℂ R] in
/-- Normal ordering: for CAR operators, a product of two one-body operators is a one-body
contraction plus a two-body operator. -/
theorem one_body_mul {a : ι → R} (h : IsCAR a) (i j k l : ι) :
    star (a i) * a j * (star (a k) * a l) =
      (if j = k then star (a i) * a l else 0) + star (a i) * star (a k) * a l * a j := by
  have h1 : a j * star (a k) = (if j = k then 1 else 0) - star (a k) * a j :=
    eq_sub_of_add_eq (h.mixed j k)
  have h2 : a l * a j = -(a j * a l) := eq_neg_of_add_eq_zero_left (h.anti l j)
  calc star (a i) * a j * (star (a k) * a l)
      = star (a i) * (a j * star (a k)) * a l := by simp only [mul_assoc]
    _ = star (a i) * ((if j = k then 1 else 0) - star (a k) * a j) * a l := by rw [h1]
    _ = star (a i) * (if j = k then 1 else 0) * a l
          + star (a i) * star (a k) * (-(a j * a l)) := by
        simp only [mul_sub, sub_mul, mul_neg, ← sub_eq_add_neg, mul_assoc]
    _ = _ := by
        rw [← h2]
        split_ifs <;> simp [mul_assoc]
```

The second moment follows by expanding the square into a double sum and applying that lemma to each term. `Finset.sum_ite_eq` carries out the Kronecker delta; the term j = i is present because i belongs to A.

```lean
/-- For CAR operators and a linear functional `w`, `w(N_A²)` is the sum of the entries `g(i,i)` plus
the sum of the pair densities `D(ij,ij)` over `A`. -/
theorem number_second_moment {a : ι → R} (h : IsCAR a) (w : R →ₗ[ℂ] ℂ) (A : Finset ι) :
    w (numberOp a A ^ 2) =
      ∑ i ∈ A, rdm1 w a i i + ∑ i ∈ A, ∑ j ∈ A, rdm2 w a i j i j := by
  have hN : numberOp a A ^ 2 = ∑ i ∈ A, star (a i) * a i
      + ∑ i ∈ A, ∑ j ∈ A, star (a i) * star (a j) * a j * a i := by
    unfold numberOp
    rw [sq, Finset.sum_mul_sum, ← Finset.sum_add_distrib]
    refine Finset.sum_congr rfl fun i hi => ?_
    simp only [one_body_mul h, Finset.sum_add_distrib, Finset.sum_ite_eq, hi, if_true]
  rw [hN]
  simp only [map_add, map_sum, rdm1, rdm2, Matrix.of_apply]
```

Q: Then the traces.

A: The first lemma identifies tr g_A with w(N_A). A trace over the block is a sum over the elements of A as a type, and `Finset.sum_coe_sort` turns it into an ordinary sum over i ∈ A.

```lean
omit [DecidableEq ι] in
/-- The trace of `g_A` is `w(N_A)`, for every linear functional `w`. -/
theorem trace_block (w : R →ₗ[ℂ] ℂ) (a : ι → R) (A : Finset ι) :
    (block w a A).trace = w (numberOp a A) := by
  unfold numberOp
  rw [map_sum]
  exact Finset.sum_coe_sort A (fun i => w (star (a i) * a i))
```

The second does this for both indices of the matrix product and gives the exchange sum.

```lean
/-- The trace of `g_A²` is the sum of the exchange products `g(i,j) g(j,i)` over `A`. -/
theorem trace_block_sq (w : R →ₗ[ℂ] ℂ) (a : ι → R) (A : Finset ι) :
    (block w a A ^ 2).trace = ∑ i ∈ A, ∑ j ∈ A, rdm1 w a i j * rdm1 w a j i := by
  simp only [sq, Matrix.trace, Matrix.diag_apply, Matrix.mul_apply, block,
    Matrix.submatrix_apply]
  refine Eq.trans ?_
    (Finset.sum_coe_sort A (fun i => ∑ j ∈ A, rdm1 w a i j * rdm1 w a j i))
  exact Finset.sum_congr rfl fun i _ =>
    Finset.sum_coe_sort A (fun j => rdm1 w a i j * rdm1 w a j i)
```

Q: So what exactly does the main theorem say?

A: For every family satisfying `IsCAR`, every linear functional `w` and every finite set `A`, the fluctuation formula holds. The proof substitutes the second moment and the traces, then expands the cumulant. `Finset.sum_mul_sum` writes the squared mean as the double sum of direct products, and `ring` cancels the terms.

```lean
/-- Fluctuation formula: for CAR operators and a linear functional `w`,
`w(N_A²) - w(N_A)²` is `tr g_A - tr g_A²` plus the sum of the cumulants `L(ij,ij)` over `A`. -/
theorem number_variance {a : ι → R} (h : IsCAR a) (w : R →ₗ[ℂ] ℂ) (A : Finset ι) :
    w (numberOp a A ^ 2) - w (numberOp a A) ^ 2 =
      (block w a A).trace - (block w a A ^ 2).trace
        + ∑ i ∈ A, ∑ j ∈ A, cumulant w a i j i j := by
  have hN : w (numberOp a A) = ∑ i ∈ A, rdm1 w a i i := by
    simp only [numberOp, map_sum, rdm1, Matrix.of_apply]
  rw [number_second_moment h, trace_block_sq, trace_block, hN]
  -- the direct products in the cumulant add up to the square of the mean
  simp only [cumulant, Finset.sum_sub_distrib, sq, Finset.sum_mul_sum]
  ring
```

Q: I see neither positivity nor w(1) = 1.

A: The algebra uses neither. They matter for the interpretation: the left-hand side is the variance of N_A when `w` is a state, which is positive and normalised.

Q: What if the number in A is sharp?

A: Then the cumulant sum must cancel the one-particle estimate exactly. The next theorem states this as an equivalence, and both directions are linear rearrangements of the fluctuation formula.

```lean
/-- For CAR operators and a linear functional `w`, `w(N_A²) = w(N_A)²` exactly when the cumulants
`L(ij,ij)` over `A` sum to `tr g_A² - tr g_A`. -/
theorem sharp_number_iff {a : ι → R} (h : IsCAR a) (w : R →ₗ[ℂ] ℂ) (A : Finset ι) :
    w (numberOp a A ^ 2) = w (numberOp a A) ^ 2 ↔
      ∑ i ∈ A, ∑ j ∈ A, cumulant w a i j i j =
        (block w a A ^ 2).trace - (block w a A).trace := by
  have hv := number_variance h w A
  constructor
  · intro e
    linear_combination e - hv
  · intro e
    linear_combination hv + e
```

In a normalised state the eigenvalues of g_A lie between 0 and 1. If the particle number in A is definite, the cumulant sum is therefore negative as soon as one eigenvalue is fractional. Fractional diagonal entries are not enough: in (|10⟩ + |01⟩)/√2 both g(i,i) are 1/2, but the eigenvalues are 0 and 1 and the cumulant sum over both modes vanishes.

Q: Does physical positivity constrain the cumulant?

A: Yes. Here `hw` is normalisation and `hpos` says that w(X†X) is real and nonnegative for every X, as it is for a density operator. `StarModule` says that star conjugates complex scalars. With m = w(N_A), positivity first shows that m is real. Applied to the self-adjoint deviation N_A − m·1, it then gives

0 ≤ w((N_A − m·1)²) = w(N_A²) − 2m² + m² w(1) = w(N_A²) − m².

The code follows this line and uses the fluctuation formula to rewrite the result.

```lean
/-- A necessary condition for representability: for CAR operators and a positive normalised
`w`, `tr g_A - tr g_A²` plus the sum of the cumulants `L(ij,ij)` over `A` is nonnegative. -/
theorem cumulant_sum_bound [StarModule ℂ R] {a : ι → R} (h : IsCAR a) (w : R →ₗ[ℂ] ℂ)
    (hw : w 1 = 1) (hpos : ∀ x, 0 ≤ w (star x * x)) (A : Finset ι) :
    0 ≤ (block w a A).trace - (block w a A ^ 2).trace
      + ∑ i ∈ A, ∑ j ∈ A, cumulant w a i j i j := by
  rw [← number_variance h]
  have hN : 0 ≤ w (numberOp a A) := by
    unfold numberOp
    rw [map_sum]
    exact Finset.sum_nonneg fun i _ => hpos (a i)
  have hs : star (numberOp a A) = numberOp a A := by
    simp [numberOp, star_sum]
  have hc : star (w (numberOp a A)) = w (numberOp a A) :=
    Complex.conj_eq_iff_im.mpr (Complex.nonneg_iff.mp hN).2.symm
  -- positivity on the deviation of the number operator from its mean
  have hp := hpos (numberOp a A - w (numberOp a A) • (1 : R))
  rw [star_sub, star_smul, star_one, hs, hc] at hp
  simp only [sub_mul, mul_sub, smul_mul_assoc, mul_smul_comm, one_mul, mul_one,
    map_sub, map_smul, smul_eq_mul, hw] at hp
  convert hp using 1
  rw [sq (numberOp a A)]
  ring
```

Positivity alone is not enough. Take twice the expectation value in a state with one occupied mode: the right-hand side of the formula becomes 2 − 4 = −2.

Q: Does the inequality settle N-representability?

A: No. It is a necessary condition for each A. Candidate matrices that violate it come from no state, but those that satisfy it may still come from none.

Q: Go back to my two-mode state. Does it meet all these hypotheses, and do the numbers come out?

A: The modes are called 0 and 1, and the annihilators are 4 × 4 matrices. The entry −1 is the fermionic sign in a_1|11⟩ = −|10⟩.

```lean
/-- The annihilators of two fermionic modes as matrices in the basis
`|00⟩, |10⟩, |01⟩, |11⟩`. -/
def pairModes : Fin 2 → Matrix (Fin 4) (Fin 4) ℂ :=
  ![!![0, 1, 0, 0; 0, 0, 0, 0; 0, 0, 0, 1; 0, 0, 0, 0],
    !![0, 0, 1, 0; 0, 0, 0, -1; 0, 0, 0, 0; 0, 0, 0, 0]]
```

The functional is the expectation value in the normalised pair state, so only the four matrix elements between |00⟩ and |11⟩ contribute. The state superposes particle numbers 0 and 2, as a BCS state does; an isolated set of electrons cannot be in it. The equal mixture of |00⟩ and |11⟩, which can occur in a fragment of a larger system, has the same g, D and number variance. The cumulant L used here subtracts only products of entries of g. A cumulant defined for BCS states also subtracts products of pair averages such as w(a_1 a_0), which is nonzero in the superposition and zero in the mixture.

```lean
/-- The expectation value in the pair state `(|00⟩ + |11⟩)/√2`. -/
def pairState : Matrix (Fin 4) (Fin 4) ℂ →ₗ[ℂ] ℂ where
  toFun X := (X 0 0 + X 0 3 + X 3 0 + X 3 3) / 2
  map_add' X Y := by
    simp only [Matrix.add_apply]
    ring
  map_smul' c X := by
    simp only [Matrix.smul_apply, smul_eq_mul, RingHom.id_apply]
    ring
```

The anticommutation relations are checked entry by entry, after the creators have been written out as matrices.

```lean
set_option maxHeartbeats 400000 in
/-- The two explicit modes obey the canonical anticommutation relations. -/
theorem pairModes_isCAR : IsCAR pairModes := by
  -- the creators, written out as matrices
  have hstar : ∀ j, star (pairModes j) =
      (![!![0, 0, 0, 0; 1, 0, 0, 0; 0, 0, 0, 0; 0, 0, 1, 0],
        !![0, 0, 0, 0; 0, 0, 0, 0; 1, 0, 0, 0; 0, -1, 0, 0]] :
        Fin 2 → Matrix (Fin 4) (Fin 4) ℂ) j := by
    intro j
    ext r s
    fin_cases j <;> fin_cases r <;> fin_cases s <;> simp [pairModes, Matrix.star_apply]
  constructor
  · intro i j
    ext r s
    fin_cases i <;> fin_cases j <;> fin_cases r <;> fin_cases s <;>
      simp [pairModes]
  · intro i j
    rw [hstar j]
    ext r s
    fin_cases i <;> fin_cases j <;> fin_cases r <;> fin_cases s <;>
      simp [pairModes]
```

Normalisation is immediate. Positivity comes from writing the expectation value as half a squared norm:

w(X†X) = (1/2) Σ_r |X_r0 + X_r3|².

```lean
/-- The two explicit modes obey the anticommutation relations, and the pair state is
normalised and positive. -/
theorem pair_witness : IsCAR pairModes ∧ pairState 1 = 1 ∧
    ∀ X, 0 ≤ pairState (star X * X) := by
  refine ⟨pairModes_isCAR, ?_, ?_⟩
  · simp [pairState]
  · intro X
    -- the expectation value is half the squared norm of `X (|00⟩ + |11⟩)`
    have e : pairState (star X * X) =
        ((1 / 2 * ∑ r, Complex.normSq (X r 0 + X r 3) : ℝ) : ℂ) := by
      push_cast
      simp only [pairState, LinearMap.coe_mk, AddHom.coe_mk, Matrix.mul_apply,
        Matrix.star_apply, Fin.sum_univ_four, Complex.normSq_eq_conj_mul_self,
        starRingEnd_apply, star_add]
      ring
    rw [e]
    exact Complex.zero_le_real.mpr (mul_nonneg (by norm_num)
      (Finset.sum_nonneg fun _ _ => Complex.normSq_nonneg _))
```

Now the numbers, with A = {0, 1}. The occupations are g(0,0) = g(1,1) = 1/2, and g(0,1) = g(1,0) = 0. Hence

tr g_A − tr g_A² = 1 − (1/4 + 1/4) = 1/2.

Both modes are filled together with probability 1/2, so D(01,01) = D(10,10) = 1/2. A mode cannot be filled twice, so D(00,00) = D(11,11) = 0. The cumulants are

L(01,01) = L(10,10) = 1/2 − (1/2)(1/2) + 0 = 1/4

L(00,00) = L(11,11) = 0 − 1/4 + 1/4 = 0.

Their sum is 1/2, and the formula gives 1/2 + 1/2 = 1. Directly, w(N_A²) − w(N_A)² = (0 + 4)/2 − 1² = 1. The missing half was the cumulant sum, which the last theorem evaluates by expanding the matrices.

```lean
/-- In the pair state the cumulants `L(ij,ij)` over both modes sum to `1/2`. -/
theorem pair_cumulant_sum :
    ∑ i, ∑ j, cumulant pairState pairModes i j i j = 1 / 2 := by
  simp [cumulant, rdm1, rdm2, pairState, pairModes, Matrix.mul_apply, Matrix.star_apply,
    Fin.sum_univ_succ]
  norm_num

end NumberFluctuationCumulant
```

```lean
#print axioms NumberFluctuationCumulant.number_variance
#print axioms NumberFluctuationCumulant.sharp_number_iff
#print axioms NumberFluctuationCumulant.cumulant_sum_bound
#print axioms NumberFluctuationCumulant.pair_cumulant_sum
```

```
'NumberFluctuationCumulant.number_variance' depends on axioms: [propext, Classical.choice, Quot.sound]
'NumberFluctuationCumulant.sharp_number_iff' depends on axioms: [propext, Classical.choice, Quot.sound]
'NumberFluctuationCumulant.cumulant_sum_bound' depends on axioms: [propext, Classical.choice, Quot.sound]
'NumberFluctuationCumulant.pair_cumulant_sum' depends on axioms: [propext, Classical.choice, Quot.sound]
```

Q: And if I look only at mode 0?

A: Then A = {0}, the cumulant sum is L(00,00) = 0, and the formula gives 1/2 − 1/4 = 1/4. That is the variance of an occupation that is 0 or 1 with equal probability. In this state the correlation shows up only when both modes are counted together.
